# The Nambu quadratic operators of M and SMᵀS add up to tr M times the identity

For finitely many fermionic modes obeying the canonical anticommutation relations, the Nambu spinor Ψ lists all the annihilators and then all the creators. Any complex matrix M, Hermitian or not, gives a quadratic operator ∑ M_ij Ψ_i* Ψ_j. The lemma says that the operators of M and of SMᵀS, where S exchanges the annihilator and creator blocks, add up to the trace of M times the identity. The proof relabels the second sum so that it has the same coefficients as the first but the opposite operator order, Ψ_j Ψ_i*. The anticommutation relations then turn each pair of products into δ_ij, and what remains is to recognise the trace.

As first written in Lean, the proof fails:

```lean
import Mathlib

open Matrix

namespace NambuRedundancy

noncomputable section

variable {ι A : Type*} [Fintype ι] [DecidableEq ι] [Ring A] [StarRing A] [Algebra ℂ A]

/-- The canonical anticommutation relations for a family of fermionic modes. -/
structure IsCAR (c : ι → A) : Prop where
  anti : ∀ i j, c i * c j + c j * c i = 0
  canon : ∀ i j, c i * star (c j) + star (c j) * c i = if i = j then 1 else 0

/-- The Nambu spinor: all annihilators, followed by all creators. -/
def nambu (c : ι → A) : ι ⊕ ι → A := Sum.elim c (fun i => star (c i))

/-- The quadratic operator `∑ M_ij Ψ_i* Ψ_j` built from a matrix `M`. -/
def form (c : ι → A) (M : Matrix (ι ⊕ ι) (ι ⊕ ι) ℂ) : A :=
  ∑ i, ∑ j, M i j • (star (nambu c i) * nambu c j)

/-- The matrix `S` that exchanges the annihilator and creator blocks. -/
def blockSwap (ι : Type*) [DecidableEq ι] : Matrix (ι ⊕ ι) (ι ⊕ ι) ℂ :=
  Matrix.fromBlocks 0 1 1 0

/-- Conjugation by `S` swaps the block of both matrix indices. -/
theorem blockSwap_conj (N : Matrix (ι ⊕ ι) (ι ⊕ ι) ℂ) (a b : ι ⊕ ι) :
    (blockSwap ι * N * blockSwap ι) a b = N a.swap b.swap := by
  rcases a with a | a <;> rcases b with b | b <;>
    simp [blockSwap, Matrix.mul_apply, Fintype.sum_sum_type, Matrix.one_apply]

omit [Fintype ι] [DecidableEq ι] [Algebra ℂ A] in
/-- The adjoint of a Nambu component is the component with the block swapped. -/
theorem star_nambu (c : ι → A) (a : ι ⊕ ι) : star (nambu c a) = nambu c a.swap := by
  rcases a with a | a <;> simp [nambu]

omit [Fintype ι] [Algebra ℂ A] in
/-- The Nambu components obey `Ψ_a* Ψ_b + Ψ_b Ψ_a* = δ_ab`. -/
theorem nambu_anticomm {c : ι → A} (h : IsCAR c) (a b : ι ⊕ ι) :
    star (nambu c a) * nambu c b + nambu c b * star (nambu c a)
      = if a = b then 1 else 0 := by
  rcases a with i | i <;> rcases b with j | j
  · have := h.canon j i
    by_cases e : i = j
    · subst e
      simpa [nambu, add_comm] using this
    · simpa [nambu, e, Ne.symm e, add_comm] using this
  · have := congrArg star (h.anti j i)
    simpa [nambu] using this
  · simpa [nambu] using h.anti i j
  · simpa [nambu] using h.canon i j

/-- The quadratic operators of `M` and of `S Mᵀ S` add up to the trace of `M`. -/
theorem form_add_reflected {c : ι → A} (h : IsCAR c) (M : Matrix (ι ⊕ ι) (ι ⊕ ι) ℂ) :
    form c M + form c (blockSwap ι * Mᵀ * blockSwap ι) = M.trace • (1 : A) := by
  -- relabelling turns the reflected form into the oppositely ordered one
  have h2 : form c (blockSwap ι * Mᵀ * blockSwap ι)
      = ∑ i, ∑ j, M i j • (nambu c j * star (nambu c i)) := by
    unfold form
    rw [Finset.sum_comm]
    refine Fintype.sum_equiv (Equiv.sumComm ι ι) _ _ fun b =>
      Fintype.sum_equiv (Equiv.sumComm ι ι) _ _ fun a => ?_
    simp [blockSwap_conj, star_nambu]
  rw [h2]
  unfold form
  simp only [← Finset.sum_add_distrib, ← smul_add, nambu_anticomm h]
  simp [Matrix.trace, Finset.sum_smul]

end

end NambuRedundancy
```

The compiler's answer:

```
Main.lean:56:78: error: unsolved goals
ι : Type u_1
A : Type u_2
inst✝⁴ : Fintype ι
inst✝³ : DecidableEq ι
inst✝² : Ring A
inst✝¹ : StarRing A
inst✝ : Algebra ℂ A
c : ι → A
h : IsCAR c
M : Matrix (ι ⊕ ι) (ι ⊕ ι) ℂ
h2 : form c (blockSwap ι * Mᵀ * blockSwap ι) = ∑ i, ∑ j, M i j • (nambu c j * star (nambu c i))
⊢ ∑ a₁, M (Sum.inl a₁) (Sum.inl a₁) • 1 + ∑ a₂, M (Sum.inr a₂) (Sum.inr a₂) • 1 =
    (∑ a₁, M (Sum.inl a₁) (Sum.inl a₁) + ∑ a₂, M (Sum.inr a₂) (Sum.inr a₂)) • 1
Main.lean:68:22: warning: This simp argument is unused:
  Finset.sum_smul

Hint: Omit it from the simp argument list.
  [apply] simp [Matrix.trace]

Note: This linter can be disabled with `set_option linter.unusedSimpArgs false`
```

What went wrong. The error is in the last step, after the physics is done. The indices run over `ι ⊕ ι`, and `simp` splits the sums over them into an annihilator part and a creator part. On the left of the remaining goal each term is multiplied by `1` separately, while on the right the two sums are added first and the total multiplies `1`.

`Finset.sum_smul` was supplied to move the scalar multiplication inside the sum, but it needs the scalar to be a single sum. Here the scalar is an addition of two sums, so the lemma never applies, which is why the warning calls it unused.

The repair adds `add_smul`, which rewrites `(x + y) • 1` as `x • 1 + y • 1`. Each scalar is then a single sum, `Finset.sum_smul` applies to both, and the two sides agree. Omitting `Finset.sum_smul`, as the hint suggests, would only have silenced the warning.

This version goes through:

```diff
@@ -66,5 +66,5 @@
   unfold form
   simp only [← Finset.sum_add_distrib, ← smul_add, nambu_anticomm h]
-  simp [Matrix.trace, Finset.sum_smul]
+  simp [Matrix.trace, Finset.sum_smul, add_smul]
 
 end
```
